# Expansions in zᵏ/k! with two determinants per order converge at every coupling if propagators are overlaps of vectors of norm at most 1

If I bound a k×k determinant of propagators by counting its terms, each of modulus at most 1, I get k!. My expansion has one determinant per spin and a factor 1/k!, so the bound on the order-k coefficient grows like k!, and I can't conclude convergence at any nonzero coupling. Fermionic signs should produce cancellations, but are they strong enough at every order, and can I bound what I lose by stopping at order K?

## Each determinant has modulus at most 1

Yes, if the propagators have the form ⟨u_i,v_j⟩ with all norms at most 1. For equal-time propagators of non-interacting fermions this reflects occupations between 0 and 1: with f the occupation operator and φ_i normalised orbitals, ⟨φ_i,fφ_j⟩ = ⟨f^½φ_i,f^½φ_j⟩.

First orthogonalise the v_j without normalising:

v_j = g_j + Σ_{l<j} c_lj g_l

By Pythagoras, ‖g_j‖ ≤ ‖v_j‖ ≤ 1. The change of columns is triangular with unit diagonal, so det⟨u_i,v_j⟩ = det A, where A_ij = ⟨u_i,g_j⟩.

The rows of A have norm at most 1. For any u, put w = Σ_j ⟨g_j,u⟩g_j. Then

0 ≤ ‖u−w‖² = ‖u‖² − 2Σ_j|⟨u,g_j⟩|² + Σ_j|⟨u,g_j⟩|²‖g_j‖² ≤ ‖u‖² − Σ_j|⟨u,g_j⟩|²

Let λ_i ≥ 0 be the eigenvalues of AA†. Their sum is Σ_ij|A_ij|² ≤ k, and λ ≤ exp(λ−1), so

|det A|² = ∏λ_i ≤ exp(Σλ_i − k) ≤ 1

For vectors of any length, pulling the norms out of rows and columns gives the bound ∏‖u_i‖ ∏‖v_j‖; a zero vector makes the determinant vanish.

Let a_k be the product of the two determinants at order k, so that the series is Σ_k zᵏa_k/k!. Then |a_k| ≤ 1. Since n!(K+1)! ≤ (n+K+1)!, the tail obeys

Σ_{n≥0} |z|^(n+K+1)/(n+K+1)! ≤ |z|^(K+1)/(K+1)! · Σ_{n≥0} |z|ⁿ/n! = |z|^(K+1) exp(|z|)/(K+1)!

As an example, take u₀ = v₀ = (1,0) and u₁ = v₁ = (0.6,0.8). The overlap matrix has determinant 1 − 0.36 = 0.64. Orthogonalising gives g₁ = (0,0.8), and A has rows (1,0) and (0.6,0.64), with the same determinant. If both spins use these vectors, a₂ = 0.4096. At z = 2, stopping after order 9 costs at most 2¹⁰e²/10! ≈ 0.0021.

In an interaction-expansion Monte Carlo calculation for a Hubbard interaction n↑n↓, with spin-conserving propagators and no shifts of the densities, a configuration with k vertices supplies one k×k matrix of non-interacting propagators per spin, and the product of their determinants enters its weight. The vertices sit at different imaginary times, so these propagators are time-ordered. Because they jump at equal times, they can't in general be written as overlaps of vectors of norm at most 1, and the determinant theorem doesn't cover them. Each determinant still has modulus at most 1, for a reason not formalised here: up to sign it is the non-interacting thermal average of a time-ordered product of density operators, which Hölder's inequality for traces bounds by 1. The full order-k term sums over the sites and integrates over the imaginary times of the k vertices. With N sites, inverse temperature β and interaction strength U, this gives z = −βNU, and a_k becomes the average of the product over all these configurations. Since every product has modulus at most 1, so has the average, and `series_truncation` applies; the error bound then depends on βN|U|, not on |U| alone.

In the file, `propagatorDet` is the determinant of overlaps, conjugate-linear in the first vector, and `orderTerm` is zᵏa_k/k!. The spaces `E` and `F` belong to the two spins and may be infinite-dimensional; the vectors may change freely with k. At k = 0 the determinant is 1. `Summable` expresses convergence, and `Finset.range (K + 1)` keeps orders 0 to K. The coupling z is complex, so every real coupling is included. The theorem concerns this series alone: its identification with a partition function, and any sampling error, are separate matters.

In Lean 4 with Mathlib:

```lean
import Mathlib

open InnerProductSpace
open scoped Matrix ComplexOrder

namespace DeterminantalExpansion

variable {E F : Type*} [NormedAddCommGroup E] [InnerProductSpace ℂ E]
  [NormedAddCommGroup F] [InnerProductSpace ℂ F]

/-- The determinant of the `k × k` matrix of propagators `⟨u i, v j⟩`. -/
noncomputable def propagatorDet {k : ℕ} (u v : Fin k → E) : ℂ :=
  Matrix.det (Matrix.of fun i j => inner ℂ (u i) (v j))

/-- The term of order `k` in the coupling `z` of a series with coefficients `a k / k!`. -/
noncomputable def orderTerm (a : ℕ → ℂ) (z : ℂ) (k : ℕ) : ℂ :=
  z ^ k * a k / (k.factorial : ℂ)

/-- A complex square matrix whose rows have Euclidean norm at most one has a determinant
of modulus at most one. -/
theorem norm_det_le_one_of_rows {k : ℕ} (A : Matrix (Fin k) (Fin k) ℂ)
    (h : ∀ i, ∑ j, ‖A i j‖ ^ 2 ≤ 1) : ‖A.det‖ ≤ 1 := by
  have hP : (A * Aᴴ).PosSemidef := Matrix.posSemidef_self_mul_conjTranspose A
  have hH := hP.isHermitian
  -- the eigenvalues of `A A†` add up to the sum of the squared moduli of the entries of `A`
  have htr : ∑ i, hH.eigenvalues i = ∑ i, ∑ j, ‖A i j‖ ^ 2 := by
    have h1 := hH.trace_eq_sum_eigenvalues
    have h2 : (A * Aᴴ).trace = ((∑ i, ∑ j, ‖A i j‖ ^ 2 : ℝ) : ℂ) := by
      simp only [Matrix.trace, Matrix.diag_apply, Matrix.mul_apply,
        Matrix.conjTranspose_apply]
      push_cast
      exact Finset.sum_congr rfl fun i _ => Finset.sum_congr rfl fun j _ =>
        Complex.mul_conj' _
    exact Complex.ofReal_injective
      ((map_sum Complex.ofRealHom hH.eigenvalues Finset.univ).trans (h1.symm.trans h2))
  have hdet : ‖A.det‖ ^ 2 = ∏ i, hH.eigenvalues i := by
    have h1 := hH.det_eq_prod_eigenvalues
    rw [Matrix.det_mul, Matrix.det_conjTranspose] at h1
    have h2 : ((‖A.det‖ ^ 2 : ℝ) : ℂ) = A.det * star A.det := by
      push_cast
      exact (Complex.mul_conj' _).symm
    exact Complex.ofReal_injective (h2.trans (h1.trans
      (map_prod Complex.ofRealHom hH.eigenvalues Finset.univ).symm))
  -- each eigenvalue obeys `x ≤ exp (x - 1)`
  have hle : ∏ i, hH.eigenvalues i ≤ 1 := by
    calc ∏ i, hH.eigenvalues i ≤ ∏ i, Real.exp (hH.eigenvalues i - 1) :=
          Finset.prod_le_prod (fun i _ => hP.eigenvalues_nonneg i)
            (fun i _ => by linarith [Real.add_one_le_exp (hH.eigenvalues i - 1)])
      _ = Real.exp (∑ i, (hH.eigenvalues i - 1)) := (Real.exp_sum _ _).symm
      _ ≤ 1 := by
          rw [Real.exp_le_one_iff, Finset.sum_sub_distrib, htr, ← Finset.sum_sub_distrib]
          exact Finset.sum_nonpos fun i _ => by linarith [h i]
  nlinarith [norm_nonneg A.det]

/-- Bessel's inequality for mutually orthogonal vectors of norm at most one. -/
theorem bessel_of_norm_le_one {k : ℕ} (g : Fin k → E)
    (hg : ∀ i j, i ≠ j → inner ℂ (g i) (g j) = 0) (hn : ∀ i, ‖g i‖ ≤ 1) (u : E) :
    ∑ j, ‖inner ℂ u (g j)‖ ^ 2 ≤ ‖u‖ ^ 2 := by
  obtain ⟨w, hw⟩ : ∃ w : E, w = ∑ j, inner ℂ (g j) u • g j := ⟨_, rfl⟩
  have hy : ∀ x, inner ℂ x w = ∑ j, inner ℂ (g j) u * inner ℂ x (g j) := by
    intro x
    rw [hw, inner_sum]
    simp only [inner_smul_right]
  have hin : ∀ j, inner ℂ w (g j) = inner ℂ u (g j) * (‖g j‖ : ℂ) ^ 2 := by
    intro j
    rw [hw, sum_inner, Finset.sum_eq_single j]
    · rw [inner_smul_left, inner_conj_symm]
      exact congrArg _ (inner_self_eq_norm_sq_to_K (𝕜 := ℂ) (g j))
    · intro b _ hb
      rw [inner_smul_left, hg b j hb, mul_zero]
    · simp
  have h1 : inner ℂ u w = ((∑ j, ‖inner ℂ u (g j)‖ ^ 2 : ℝ) : ℂ) := by
    rw [hy u]
    push_cast
    refine Finset.sum_congr rfl fun j _ => ?_
    rw [← inner_conj_symm (𝕜 := ℂ) (g j) u, mul_comm]
    exact Complex.mul_conj' _
  have h2 : inner ℂ w w = ((∑ j, ‖inner ℂ u (g j)‖ ^ 2 * ‖g j‖ ^ 2 : ℝ) : ℂ) := by
    rw [hy w]
    push_cast
    refine Finset.sum_congr rfl fun j _ => ?_
    rw [hin j, ← inner_conj_symm (𝕜 := ℂ) (g j) u]
    linear_combination (‖g j‖ : ℂ) ^ 2 * Complex.mul_conj' (inner ℂ u (g j))
  have e1 : RCLike.re (inner ℂ u w) = ∑ j, ‖inner ℂ u (g j)‖ ^ 2 := by
    rw [h1]
    exact Complex.ofReal_re _
  have e2 : ‖w‖ ^ 2 = ∑ j, ‖inner ℂ u (g j)‖ ^ 2 * ‖g j‖ ^ 2 := by
    rw [← inner_self_eq_norm_sq (𝕜 := ℂ) w, h2]
    exact Complex.ofReal_re _
  have e3 : ∑ j, ‖inner ℂ u (g j)‖ ^ 2 * ‖g j‖ ^ 2 ≤ ∑ j, ‖inner ℂ u (g j)‖ ^ 2 :=
    Finset.sum_le_sum fun j _ =>
      mul_le_of_le_one_right (sq_nonneg _) (pow_le_one₀ (norm_nonneg _) (hn j))
  -- the squared distance from `u` to `w` is nonnegative
  have p := sq_nonneg ‖u - w‖
  rw [norm_sub_sq (𝕜 := ℂ), e1, e2] at p
  linarith

/-- A propagator determinant of any size, built from vectors of norm at most one, has
modulus at most one. -/
theorem norm_propagatorDet_le_one {k : ℕ} (u v : Fin k → E)
    (hu : ∀ i, ‖u i‖ ≤ 1) (hv : ∀ i, ‖v i‖ ≤ 1) : ‖propagatorDet u v‖ ≤ 1 := by
  -- orthogonalise the `v j` by a unit triangular change of columns
  obtain ⟨g, c, hg, hc⟩ : ∃ (g : Fin k → E) (c : Fin k → Fin k → ℂ),
      (∀ i j, i ≠ j → inner ℂ (g i) (g j) = 0) ∧
      ∀ j, v j = g j + ∑ l ∈ Finset.Iio j, c l j • g l :=
    ⟨gramSchmidt ℂ v,
      fun l j => inner ℂ (gramSchmidt ℂ v l) (v j) / (‖gramSchmidt ℂ v l‖ : ℂ) ^ 2,
      fun _ _ hij => gramSchmidt_orthogonal ℂ v hij, fun j => gramSchmidt_def'' ℂ v j⟩
  have hn : ∀ j, ‖g j‖ ≤ 1 := by
    intro j
    have h0 : inner ℂ (g j) (∑ l ∈ Finset.Iio j, c l j • g l) = 0 := by
      rw [inner_sum]
      refine Finset.sum_eq_zero fun l hl => ?_
      rw [inner_smul_right, hg j l (Finset.mem_Iio.1 hl).ne', mul_zero]
    have h := norm_add_sq (𝕜 := ℂ) (g j) (∑ l ∈ Finset.Iio j, c l j • g l)
    rw [← hc j, h0, map_zero] at h
    have hv2 : ‖v j‖ ^ 2 ≤ 1 := pow_le_one₀ (norm_nonneg _) (hv j)
    nlinarith [norm_nonneg (g j), sq_nonneg ‖∑ l ∈ Finset.Iio j, c l j • g l‖]
  let R : Matrix (Fin k) (Fin k) ℂ :=
    Matrix.of fun l j => (if l < j then c l j else 0) + if l = j then 1 else 0
  have hR : R.det = 1 := by
    have ht : R.BlockTriangular id := by
      intro i j hij
      have hij' : j < i := hij
      simp [R, lt_asymm hij', hij'.ne']
    rw [Matrix.det_of_isUpperTriangular ht]
    simp [R]
  have hM : (Matrix.of fun i j => inner ℂ (u i) (v j)) =
      (Matrix.of fun i j => inner ℂ (u i) (g j)) * R := by
    ext i j
    have hI : Finset.Iio j = Finset.univ.filter (· < j) := by ext; simp
    rw [Matrix.mul_apply, Matrix.of_apply, hc j, inner_add_right, inner_sum, hI,
      Finset.sum_filter]
    simp only [R, Matrix.of_apply, mul_add, Finset.sum_add_distrib, inner_smul_right,
      mul_ite, mul_one, mul_zero, Finset.sum_ite_eq', Finset.mem_univ, if_true]
    rw [add_comm]
    congr 1
    exact Finset.sum_congr rfl fun l _ => by split_ifs <;> ring
  rw [propagatorDet, hM, Matrix.det_mul, hR, mul_one]
  exact norm_det_le_one_of_rows _ fun i =>
    (bessel_of_norm_le_one g hg hn (u i)).trans (pow_le_one₀ (norm_nonneg _) (hu i))

/-- The Gram-Hadamard inequality: a propagator determinant is bounded in modulus by the
product of the norms of all its vectors. -/
theorem gram_hadamard {k : ℕ} (u v : Fin k → E) :
    ‖propagatorDet u v‖ ≤ (∏ i, ‖u i‖) * ∏ j, ‖v j‖ := by
  -- write every vector as its norm times a vector of norm at most one
  obtain ⟨n, h1, h2⟩ : ∃ n : E → E, (∀ x, ‖n x‖ ≤ 1) ∧ ∀ x, x = (‖x‖ : ℂ) • n x := by
    refine ⟨fun x => (‖x‖ : ℂ)⁻¹ • x, fun x => ?_, fun x => ?_⟩
    · by_cases h : x = 0
      · simp [h]
      · rw [norm_smul, norm_inv, Complex.norm_real, norm_norm,
          inv_mul_cancel₀ (norm_ne_zero_iff.2 h)]
    · by_cases h : x = 0
      · simp [h]
      · rw [smul_smul, mul_inv_cancel₀ (by simpa using h), one_smul]
  have hs : propagatorDet u v = (∏ i, (‖u i‖ : ℂ)) * ((∏ j, (‖v j‖ : ℂ)) *
      propagatorDet (fun i => n (u i)) (fun j => n (v j))) := by
    unfold propagatorDet
    rw [← Matrix.det_mul_row, ← Matrix.det_mul_column]
    congr 1
    ext i j
    simp only [Matrix.of_apply]
    conv_lhs => rw [h2 (u i), h2 (v j)]
    rw [inner_smul_left, inner_smul_right, Complex.conj_ofReal]
  rw [hs, norm_mul, norm_mul, norm_prod, norm_prod, ← mul_assoc]
  simp only [Complex.norm_real, norm_norm]
  exact mul_le_of_le_one_right (by positivity)
    (norm_propagatorDet_le_one _ _ (fun i => h1 (u i)) (fun j => h1 (v j)))

/-- For an orthonormal family paired with itself the propagator determinant equals one. -/
theorem propagatorDet_orthonormal {k : ℕ} (u : Fin k → E) (hu : Orthonormal ℂ u) :
    propagatorDet u u = 1 := by
  have h : (Matrix.of fun i j => inner ℂ (u i) (u j)) = (1 : Matrix (Fin k) (Fin k) ℂ) := by
    ext i j
    rw [Matrix.of_apply, orthonormal_iff_ite.1 hu i j, Matrix.one_apply]
  rw [propagatorDet, h, Matrix.det_one]

/-- If every `a k` has modulus at most one, the series `∑ z ^ k a k / k!` converges for every
complex `z`, and truncation after order `K` costs at most `|z| ^ (K + 1) exp |z| / (K + 1)!`. -/
theorem series_truncation (a : ℕ → ℂ) (ha : ∀ k, ‖a k‖ ≤ 1) (z : ℂ) :
    Summable (orderTerm a z) ∧ ∀ K : ℕ,
      ‖∑' k, orderTerm a z k - ∑ k ∈ Finset.range (K + 1), orderTerm a z k‖ ≤
        ‖z‖ ^ (K + 1) * Real.exp ‖z‖ / ((K + 1).factorial : ℝ) := by
  have hb : ∀ k, ‖orderTerm a z k‖ ≤ ‖z‖ ^ k / (k.factorial : ℝ) := by
    intro k
    rw [orderTerm, norm_div, norm_mul, norm_pow, Complex.norm_natCast]
    exact div_le_div_of_nonneg_right
      (mul_le_of_le_one_right (by positivity) (ha k)) (by positivity)
  have hexp := Real.summable_pow_div_factorial ‖z‖
  have hsum : Summable (orderTerm a z) := Summable.of_norm_bounded hexp hb
  refine ⟨hsum, fun K => ?_⟩
  have he : Real.exp ‖z‖ = ∑' n : ℕ, ‖z‖ ^ n / (n.factorial : ℝ) := by
    rw [Real.exp_eq_exp_ℝ, NormedSpace.exp_eq_tsum_div]
  -- `n! (K+1)! ≤ (n+K+1)!` compares the tail with the exponential series
  have ht : ∀ n, ‖orderTerm a z (n + (K + 1))‖ ≤
      ‖z‖ ^ (K + 1) / ((K + 1).factorial : ℝ) * (‖z‖ ^ n / (n.factorial : ℝ)) := by
    intro n
    have hf : n.factorial * (K + 1).factorial ≤ (n + (K + 1)).factorial :=
      Nat.le_of_dvd (Nat.factorial_pos _)
        (Nat.factorial_mul_factorial_dvd_factorial_add n (K + 1))
    have hf' : (n.factorial : ℝ) * ((K + 1).factorial : ℝ) ≤
        ((n + (K + 1)).factorial : ℝ) := by exact_mod_cast hf
    calc ‖orderTerm a z (n + (K + 1))‖
        ≤ ‖z‖ ^ (n + (K + 1)) / ((n + (K + 1)).factorial : ℝ) := hb _
      _ ≤ ‖z‖ ^ (n + (K + 1)) / ((n.factorial : ℝ) * ((K + 1).factorial : ℝ)) :=
          div_le_div_of_nonneg_left (by positivity) (by positivity) hf'
      _ = _ := by
          rw [pow_add, div_mul_div_comm, mul_comm (‖z‖ ^ n), mul_comm (n.factorial : ℝ)]
  have hsplit := hsum.sum_add_tsum_nat_add (K + 1)
  rw [← hsplit, add_sub_cancel_left]
  refine (tsum_of_norm_bounded (hexp.hasSum.mul_left _) ht).trans (le_of_eq ?_)
  rw [← he]
  ring

/-- If each `a k` is a product of two propagator determinants, one per spin, built from vectors of
norm at most one, the series `∑ z ^ k a k / k!` converges for every complex coupling `z`, and
truncation after order `K` has an error at most `|z| ^ (K + 1) exp |z| / (K + 1)!`. -/
theorem determinantal_series_converges
    (u v : ∀ k : ℕ, Fin k → E) (p q : ∀ k : ℕ, Fin k → F)
    (hu : ∀ k i, ‖u k i‖ ≤ 1) (hv : ∀ k i, ‖v k i‖ ≤ 1)
    (hp : ∀ k i, ‖p k i‖ ≤ 1) (hq : ∀ k i, ‖q k i‖ ≤ 1) (z : ℂ) :
    let a : ℕ → ℂ := fun k => propagatorDet (u k) (v k) * propagatorDet (p k) (q k)
    Summable (orderTerm a z) ∧ ∀ K : ℕ,
      ‖∑' k, orderTerm a z k - ∑ k ∈ Finset.range (K + 1), orderTerm a z k‖ ≤
        ‖z‖ ^ (K + 1) * Real.exp ‖z‖ / ((K + 1).factorial : ℝ) := by
  intro a
  refine series_truncation a (fun k => ?_) z
  change ‖propagatorDet (u k) (v k) * propagatorDet (p k) (q k)‖ ≤ 1
  rw [norm_mul]
  exact mul_le_one₀ (norm_propagatorDet_le_one _ _ (hu k) (hv k)) (norm_nonneg _)
    (norm_propagatorDet_le_one _ _ (hp k) (hq k))

end DeterminantalExpansion
```

```lean
#print axioms DeterminantalExpansion.gram_hadamard
#print axioms DeterminantalExpansion.propagatorDet_orthonormal
#print axioms DeterminantalExpansion.determinantal_series_converges
```

```
'DeterminantalExpansion.gram_hadamard' depends on axioms: [propext, Classical.choice, Quot.sound]
'DeterminantalExpansion.propagatorDet_orthonormal' depends on axioms: [propext, Classical.choice, Quot.sound]
'DeterminantalExpansion.determinantal_series_converges' depends on axioms: [propext, Classical.choice, Quot.sound]
```

`norm_det_le_one_of_rows` is the eigenvalue argument: `htr` computes the trace, `hdet` the determinant, and `hle` applies the exponential inequality. `bessel_of_norm_le_one` expands ‖u−w‖² and never divides by ‖g_j‖, so it allows the zero vectors that arise when the v_j are linearly dependent.

`norm_propagatorDet_le_one` joins the two: `hn` is Pythagoras, `hM` factors the overlap matrix, and `hR` gives the triangular factor determinant 1. `gram_hadamard` restores general norms by rescaling, and `propagatorDet_orthonormal` shows that orthonormal vectors attain the value 1.

`series_truncation` needs only |a_k| ≤ 1. It obtains convergence by comparison with the exponential series, isolates the tail in `hsplit`, and bounds its terms in `ht` through the factorial inequality `hf`. `determinantal_series_converges` supplies |a_k| ≤ 1 by applying the determinant bound once per spin.
